# Rotations about z leave three terms in the elastic dipole resonant scattering tensor

## Polarizations, tensor and rotations

The incoming and outgoing polarizations are complex vectors \(e\) and \(e'\) with three Cartesian components, numbered 0, 1, 2 as in the Lean file. The third unit vector is \(z=(0,0,1)\). At one resonating site, in the electric dipole approximation for both absorption and emission, the resonant amplitude for elastic scattering is

\[
f(e',e)=e'^{\,*}\cdot(T e)=\sum_{i,j} e_i'^{\,*}\,T_{ij}\,e_j ,
\]

with a complex \(3\times3\) matrix \(T\) that depends on the photon energy and on the state of the site. The dot product itself contains no conjugation; the star on \(e'\) is written out.

For a vector \(m\), the matrix \([m]_\times\) is defined by \([m]_\times v=m\times v\). For \(m=z\) it is called \(K\). The rotation by \(\theta\) about \(z\), with \(C=\cos\theta\) and \(S=\sin\theta\), is

\[
R_\theta=\begin{pmatrix} C&-S&0\\ S&C&0\\ 0&0&1\end{pmatrix},\qquad
K=\begin{pmatrix} 0&-1&0\\ 1&0&0\\ 0&0&0\end{pmatrix}.
\]

## Axial symmetry as a commutation relation

Suppose that the site, including its magnetic moment, is unchanged by \(R_\theta\). Elastic scattering returns the site to its initial state, so turning both polarizations together must leave the amplitude as it was. In inelastic scattering the final state can differ from the initial one, and the amplitude may then change by a phase; that case is not treated here. Since \(R_\theta\) is real and orthogonal,

\[
f(R_\theta e',R_\theta e)=e'^{\,*}\cdot(R_\theta^{T}\,T\,R_\theta\, e).
\]

This equals \(f(e',e)\) for all \(e\) and \(e'\) exactly when \(R_\theta^{T}TR_\theta=T\), that is, when \(R_\theta T=TR_\theta\). The commutation relation is therefore the symmetry requirement on the tensor, and it is the hypothesis from which the theorems start.

## Charge, linear and quadratic terms

**Statement.** A complex \(3\times3\) matrix \(T\) commutes with \(R_\theta\) for every real \(\theta\) if and only if

\[
T=a\,I+b\,K+c\,zz^{T}
\]

for some complex \(a,b,c\). The coefficients are unique, and a single rotation with \(\sin\theta\neq0\) already forces this form.

Contracting with the polarizations, and using \(zz^{T}e=z\,(z\cdot e)\), gives

\[
f=a\,(e'^{\,*}\cdot e)+b\,e'^{\,*}\cdot(z\times e)+c\,(e'^{\,*}\cdot z)(z\cdot e).
\]

The first term is the charge term. If \(z\) is replaced by a moment vector \(m\), the second is linear and the third quadratic in \(m\). Factors of \(i\) and signs that other conventions display in front of the linear term are absorbed in \(b\).

For a single site in the dipole approximation whose moment lies along a three-, four- or six-fold symmetry axis of the site, a calculation of elastic resonant X-ray scattering thus has three complex numbers to supply at each energy instead of nine.

## From the commutation relation to three coefficients

Let \(R_\theta T=TR_\theta\) for one angle with \(S\neq0\). The \((0,0)\) and \((0,1)\) entries read

\[
C\,T_{00}-S\,T_{10}=C\,T_{00}+S\,T_{01},\qquad
C\,T_{01}-S\,T_{11}=-S\,T_{00}+C\,T_{01}.
\]

The cosine terms cancel. Dividing by \(S\) leaves \(T_{01}=-T_{10}\) and \(T_{11}=T_{00}\).

The entries \((0,2)\) and \((1,2)\) say that the pair \((x,y)=(T_{02},T_{12})\) is left fixed by the planar rotation:

\[
C x-S y=x,\qquad S x+C y=y .
\]

Equivalently, \((C-1)x=Sy\) and \((C-1)y=-Sx\). Multiplying the first equation by \(C-1\) and inserting the second gives \((C-1)^2x=-S^2x\). Because \((C-1)^2+S^2=2(1-C)\), this is \(2(1-C)x=0\). Multiplying by \((1+C)/2\) turns it into \((1-C^2)x=S^2x=0\), so \(x=0\). In the same way, \((C-1)^2y=-S(C-1)x=-S^2y\), which leads to \(S^2y=0\) and \(y=0\).

The entries \((2,0)\) and \((2,1)\) are

\[
T_{20}=C\,T_{20}+S\,T_{21},\qquad T_{21}=-S\,T_{20}+C\,T_{21}.
\]

These are the same equations for \((T_{20},T_{21})\) with \(S\) replaced by \(-S\), so both components vanish. What remains is

\[
T=\begin{pmatrix} T_{00}&-T_{10}&0\\ T_{10}&T_{00}&0\\ 0&0&T_{22}\end{pmatrix}
=a\,I+b\,K+c\,zz^{T},
\]

with \(a=T_{00}\), \(b=T_{10}\) and \(c=T_{22}-T_{00}\). These formulas also show uniqueness, since each coefficient is read off from the entries of \(T\).

For the converse, write

\[
R_\theta=C\,I+S\,K+(1-C)\,zz^{T}.
\]

Since \(Kz=0\) and \(z^{T}K=0\), both \(K\,zz^{T}\) and \(zz^{T}K\) are zero. Hence \(I\), \(K\) and \(zz^{T}\) commute with one another, and every combination of them commutes with \(R_\theta\) for every angle.

The statement for all rotations follows: if \(T\) commutes with all of them, it commutes with the quarter turn, whose sine is 1.

## Half turns and reversed moments

The condition \(\sin\theta\neq0\) excludes the half turn, and for good reason. There \(R_\pi=\mathrm{diag}(-1,-1,1)\), which commutes with \(\mathrm{diag}(1,-1,0)\). That tensor has \(T_{00}\neq T_{11}\), so it isn't of the three-term form. A two-fold axis allows in-plane anisotropy, whereas a three-, four- or six-fold axis contains a rotation with nonzero sine and excludes it.

For a moment \(m\) in any direction, set \(T(m)=a\,I+b\,[m]_\times+c\,mm^{T}\). This describes a site that is axially symmetric about \(m\). In a crystal, a moment that doesn't lie along a three-, four- or six-fold axis of the site generally breaks that symmetry, and the tensor can then contain further terms. Reversing \(m\) with \(a,b,c\) held fixed changes the sign of \([m]_\times\), which is antisymmetric, and leaves the other two terms, which are symmetric, unchanged. Therefore \(T(-m)=T(m)^{T}\). Only the linear term distinguishes the two directions of the moment.

## The physics carried by the Lean definitions

Polarizations and moments have type `Fin 3 → ℂ`, and tensors have type `Matrix (Fin 3) (Fin 3) ℂ`. `zHat` is \(z\), `rotZ θ` is \(R_\theta\) with a real angle and entries regarded as complex numbers, and `crossMatrix m` is \([m]_\times\). `vecMulVec m m` is \(mm^{T}\), without conjugation. A physical moment is real, although the type also admits complex vectors. `resonantTensor m a b c` is \(T(m)\).

`commutes_all_rotations_iff` is the equivalence stated above, with the three terms written out. `commutes_one_rotation_iff` is the stronger version, for one angle with `Real.sin θ ≠ 0`. `coefficients_unique` says that equal tensors along \(z\) have equal coefficients. `resonant_amplitude` gives the three-term amplitude for any `m`, with `star e'` for the conjugated outgoing polarization. Polarizations are not required to be normalised or transverse to a beam direction.

The classification concerns matrices and the axis \(z\). It doesn't compute \(a,b,c\) from transition matrix elements, and it contains no energy dependence, no sum over sites and no quadrupole transitions. Nor does symmetry identify the origin of a term: a uniaxial crystal field can produce a \(zz^{T}\) term without any moment, and all three coefficients may depend on the moment's magnitude. "Linear" and "quadratic" describe how the vector \(m\) enters `resonantTensor` at fixed coefficients.

## The Lean file

```lean
import Mathlib

open Matrix

namespace ResonantDipoleTensor

noncomputable section

/-- The unit vector along the z axis. -/
def zHat : Fin 3 → ℂ := ![0, 0, 1]

/-- The rotation by the angle `θ` about the z axis, acting on complex polarization vectors. -/
def rotZ (θ : ℝ) : Matrix (Fin 3) (Fin 3) ℂ :=
  !![((Real.cos θ : ℝ) : ℂ), -((Real.sin θ : ℝ) : ℂ), 0;
     ((Real.sin θ : ℝ) : ℂ), ((Real.cos θ : ℝ) : ℂ), 0;
     0, 0, 1]

/-- The matrix of the cross product with the vector `m`. -/
def crossMatrix (m : Fin 3 → ℂ) : Matrix (Fin 3) (Fin 3) ℂ :=
  !![0, -m 2, m 1; m 2, 0, -m 0; -m 1, m 0, 0]

/-- The dipole resonant scattering tensor for a moment `m`: a charge term `a`, a term `b`
linear in the moment and a term `c` quadratic in the moment. -/
def resonantTensor (m : Fin 3 → ℂ) (a b c : ℂ) : Matrix (Fin 3) (Fin 3) ℂ :=
  a • (1 : Matrix (Fin 3) (Fin 3) ℂ) + b • crossMatrix m + c • vecMulVec m m

/-- The cross-product matrix of `m` sends a vector `v` to `m × v`. -/
theorem crossMatrix_mulVec (m v : Fin 3 → ℂ) : crossMatrix m *ᵥ v = m ⨯₃ v := by
  ext i
  fin_cases i <;>
    simp [crossMatrix, cross_apply, Matrix.mulVec, dotProduct, Fin.sum_univ_three] <;> ring

/-- Between incoming polarization `e` and outgoing polarization `e'`, the tensor gives the
amplitude `a e'*·e + b e'*·(m × e) + c (e'*·m)(m·e)`. -/
theorem resonant_amplitude (m e e' : Fin 3 → ℂ) (a b c : ℂ) :
    star e' ⬝ᵥ (resonantTensor m a b c *ᵥ e) =
      a * (star e' ⬝ᵥ e) + b * (star e' ⬝ᵥ (m ⨯₃ e))
        + c * ((star e' ⬝ᵥ m) * (m ⬝ᵥ e)) := by
  simp [resonantTensor, crossMatrix, cross_apply, Matrix.mulVec, dotProduct,
    Fin.sum_univ_three, Matrix.vecMulVec_apply, Matrix.one_apply]
  ring

/-- Reversing the moment transposes the resonant scattering tensor. -/
theorem resonantTensor_neg (m : Fin 3 → ℂ) (a b c : ℂ) :
    resonantTensor (-m) a b c = (resonantTensor m a b c)ᵀ := by
  ext i j
  fin_cases i <;> fin_cases j <;>
    simp [resonantTensor, crossMatrix, Matrix.vecMulVec_apply, mul_comm]

/-- The entries of the resonant scattering tensor for the unit moment along z. -/
theorem resonantTensor_zHat (a b c : ℂ) :
    resonantTensor zHat a b c = !![a, -b, 0; b, a, 0; 0, 0, a + c] := by
  ext i j
  fin_cases i <;> fin_cases j <;>
    simp [resonantTensor, crossMatrix, zHat]

/-- A vector `(x, y)` in the plane that is left fixed by a rotation with nonzero sine
vanishes. -/
theorem planar_fixed_eq_zero {c s x y : ℂ} (hs : s ≠ 0) (hp : s ^ 2 + c ^ 2 = 1)
    (h1 : c * x - s * y = x) (h2 : s * x + c * y = y) : x = 0 ∧ y = 0 := by
  have hx : s ^ 2 * x = 0 := by
    linear_combination (1 + c) / 2 * ((c - 1) * h1 + s * h2) - x * ((c - 1) / 2) * hp
  have hy : s ^ 2 * y = 0 := by
    linear_combination (1 + c) / 2 * (-s * h1 + (c - 1) * h2) - y * ((c - 1) / 2) * hp
  exact ⟨(mul_eq_zero.mp hx).resolve_left (pow_ne_zero 2 hs),
    (mul_eq_zero.mp hy).resolve_left (pow_ne_zero 2 hs)⟩

/-- A scattering tensor commutes with one given rotation about z, of nonzero sine, if and only
if it is a resonant tensor with moment along z. -/
theorem commutes_one_rotation_iff {θ : ℝ} (hθ : Real.sin θ ≠ 0)
    (T : Matrix (Fin 3) (Fin 3) ℂ) :
    rotZ θ * T = T * rotZ θ ↔ ∃ a b c : ℂ, T = resonantTensor zHat a b c := by
  constructor
  · intro h
    have hs : ((Real.sin θ : ℝ) : ℂ) ≠ 0 := Complex.ofReal_ne_zero.mpr hθ
    have hp : ((Real.sin θ : ℝ) : ℂ) ^ 2 + ((Real.cos θ : ℝ) : ℂ) ^ 2 = 1 := by
      exact_mod_cast Real.sin_sq_add_cos_sq θ
    -- the six entries of the commutation relation that are needed
    have h00 := congrFun (congrFun h 0) 0
    have h01 := congrFun (congrFun h 0) 1
    have h02 := congrFun (congrFun h 0) 2
    have h12 := congrFun (congrFun h 1) 2
    have h20 := congrFun (congrFun h 2) 0
    have h21 := congrFun (congrFun h 2) 1
    simp only [rotZ, Matrix.mul_apply, Fin.sum_univ_three, Matrix.of_apply,
      Matrix.cons_val] at h00 h01 h02 h12 h20 h21
    -- the in-plane block is a multiple of the identity plus an antisymmetric part
    have e01 : T 0 1 = -T 1 0 := mul_left_cancel₀ hs (by linear_combination -h00)
    have e11 : T 1 1 = T 0 0 := mul_left_cancel₀ hs (by linear_combination -h01)
    -- the entries mixing z with the plane vanish
    obtain ⟨e02, e12⟩ := planar_fixed_eq_zero (x := T 0 2) (y := T 1 2) hs hp
      (by linear_combination h02) (by linear_combination h12)
    obtain ⟨e20, e21⟩ := planar_fixed_eq_zero (c := ((Real.cos θ : ℝ) : ℂ))
      (s := -((Real.sin θ : ℝ) : ℂ)) (x := T 2 0) (y := T 2 1)
      (neg_ne_zero.mpr hs) (by linear_combination hp)
      (by linear_combination -h20) (by linear_combination -h21)
    refine ⟨T 0 0, T 1 0, T 2 2 - T 0 0, ?_⟩
    rw [resonantTensor_zHat]
    ext i j
    fin_cases i <;> fin_cases j <;> simp [e01, e11, e02, e12, e20, e21]
  · rintro ⟨a, b, c, rfl⟩
    rw [resonantTensor_zHat]
    ext i j
    fin_cases i <;> fin_cases j <;>
      simp [rotZ, Matrix.mul_apply, Fin.sum_univ_three] <;> ring

/-- A complex scattering tensor commutes with every rotation about z if and only if it is the
sum of a charge term, a term linear and a term quadratic in a moment along z. -/
theorem commutes_all_rotations_iff (T : Matrix (Fin 3) (Fin 3) ℂ) :
    (∀ θ : ℝ, rotZ θ * T = T * rotZ θ) ↔
      ∃ a b c : ℂ, T = a • (1 : Matrix (Fin 3) (Fin 3) ℂ) + b • crossMatrix zHat
        + c • vecMulVec zHat zHat := by
  constructor
  · intro h
    -- a quarter turn already fixes the form
    exact (commutes_one_rotation_iff (θ := Real.pi / 2) (by simp) T).mp (h _)
  · rintro ⟨a, b, c, rfl⟩ θ
    change rotZ θ * resonantTensor zHat a b c = resonantTensor zHat a b c * rotZ θ
    rw [resonantTensor_zHat]
    ext i j
    fin_cases i <;> fin_cases j <;>
      simp [rotZ, Matrix.mul_apply, Fin.sum_univ_three] <;> ring

/-- For the unit moment along z, the three resonant coefficients are determined by the scattering
tensor. -/
theorem coefficients_unique {a b c a' b' c' : ℂ}
    (h : resonantTensor zHat a b c = resonantTensor zHat a' b' c') :
    a = a' ∧ b = b' ∧ c = c' := by
  rw [resonantTensor_zHat, resonantTensor_zHat] at h
  have h0 : a = a' := by simpa using congrFun (congrFun h 0) 0
  have h1 : b = b' := by simpa using congrFun (congrFun h 1) 0
  have h2 : a + c = a' + c' := by simpa using congrFun (congrFun h 2) 2
  exact ⟨h0, h1, by linear_combination h2 - h0⟩

/-- A two-fold axis is not enough: the tensor `diag(1, -1, 0)` commutes with the half turn
about z but is not a resonant tensor with moment along z. -/
theorem twofold_axis_insufficient :
    rotZ Real.pi * !![1, 0, 0; 0, -1, 0; 0, 0, 0]
        = !![1, 0, 0; 0, -1, 0; 0, 0, 0] * rotZ Real.pi ∧
      ¬ ∃ a b c : ℂ, !![1, 0, 0; 0, -1, 0; 0, 0, 0] = resonantTensor zHat a b c := by
  constructor
  · ext i j
    fin_cases i <;> fin_cases j <;> simp [rotZ, Matrix.mul_apply, Fin.sum_univ_three]
  · rintro ⟨a, b, c, h⟩
    rw [resonantTensor_zHat] at h
    -- the two in-plane diagonal entries would have to agree
    have h0 : (1 : ℂ) = a := by simpa using congrFun (congrFun h 0) 0
    have h1 : (-1 : ℂ) = a := by simpa using congrFun (congrFun h 1) 1
    have h2 : (1 : ℂ) = -1 := h0.trans h1.symm
    norm_num at h2

end

end ResonantDipoleTensor
```

```lean
#print axioms ResonantDipoleTensor.commutes_one_rotation_iff
-- 'ResonantDipoleTensor.commutes_one_rotation_iff' depends on axioms: [propext, Classical.choice, Quot.sound]
#print axioms ResonantDipoleTensor.commutes_all_rotations_iff
-- 'ResonantDipoleTensor.commutes_all_rotations_iff' depends on axioms: [propext, Classical.choice, Quot.sound]
#print axioms ResonantDipoleTensor.coefficients_unique
-- 'ResonantDipoleTensor.coefficients_unique' depends on axioms: [propext, Classical.choice, Quot.sound]
#print axioms ResonantDipoleTensor.twofold_axis_insufficient
-- 'ResonantDipoleTensor.twofold_axis_insufficient' depends on axioms: [propext, Classical.choice, Quot.sound]
```

## Entry equations and their linear combinations

The first lemmas connect the matrices to vector algebra. `crossMatrix_mulVec` compares the three components of \([m]_\times v\) with those of \(m\times v\). `resonant_amplitude` expands both sides into components, after which `ring` confirms that the polynomials agree. `resonantTensor_neg` compares the nine entries of \(T(-m)\) and \(T(m)^{T}\). `resonantTensor_zHat` gives the explicit matrix for the unit moment along \(z\), which the later proofs use in place of the sum of three terms.

`planar_fixed_eq_zero` is the argument about a fixed pair \((x,y)\). Its variables `c` and `s` stand for the cosine and sine, and are complex numbers constrained only by `s ^ 2 + c ^ 2 = 1` and `s ≠ 0`. The equation `hx` is \(S^2x=0\). In its `linear_combination`, the factor `(1 + c) / 2` is the multiplier \((1+C)/2\) from the derivation, the bracket eliminates \(y\), and the term with `hp` uses \(S^2+C^2=1\). `hy` does the same for \(y\). Since \(S^2\neq0\), both components vanish.

In the forward direction of `commutes_one_rotation_iff`, the matrix equation `h` is evaluated at the six entries used above; `h02`, for example, is the \((0,2)\) entry. The equalities `e01` and `e11` are \(T_{01}=-T_{10}\) and \(T_{11}=T_{00}\). The step `mul_left_cancel₀ hs` is the division by \(S\), and it is where the nonzero sine enters for the in-plane block. `planar_fixed_eq_zero` is then applied twice, first to the column pair \((T_{02},T_{12})\) and then to the row pair \((T_{20},T_{21})\), the second time with the sine negated. The `refine` line supplies the coefficients `T 0 0`, `T 1 0` and `T 2 2 - T 0 0`, and a comparison of all nine entries completes this direction.

For the reverse direction, Lean multiplies out the explicit matrices and compares entries, where the derivation by hand used the commuting matrices \(I\), \(K\) and \(zz^{T}\).

`commutes_all_rotations_iff` obtains its forward direction from the preceding theorem at `Real.pi / 2`. Its reverse direction must hold at every angle, including those with zero sine, so the entrywise multiplication is carried out again without a condition on \(\theta\).

`coefficients_unique` reads the entries \((0,0)\), \((1,0)\) and \((2,2)\); the last gives \(a+c=a'+c'\), from which \(a=a'\) is subtracted. `twofold_axis_insufficient` first checks that the diagonal example commutes with the half turn. It then assumes the three-term form and finds both \(a=1\) and \(a=-1\) from the in-plane diagonal entries, a contradiction that `norm_num` closes.
